# The minimum of the trace-penalty functional for a Hermitian matrix

Let $H$ be an $n\times n$ Hermitian matrix with eigenvalues $e_0\le\dots\le e_{n-1}$, let the columns of a complex $n\times k$ matrix $X$ be $k\le n$ orbitals with no orthonormality constraint, and let $\mu>0$ be an energy that sets the cost of departing from orthonormality. The problem is to minimise over all $X$

$$E(X)=\tfrac12\operatorname{tr}(X^*HX)+\tfrac{\mu}{4}\operatorname{tr}\big((X^*X-1)^2\big).$$

In Lean 4 with Mathlib:

```lean
import Mathlib

open Matrix

namespace TracePenalty

noncomputable section

variable {n k : ℕ}

/-- The eigenvalues of a Hermitian matrix in ascending order, with multiplicity. -/
def levels {H : Matrix (Fin n) (Fin n) ℂ} (hH : H.IsHermitian) : Fin n → ℝ :=
  hH.eigenvalues ∘ Tuple.sort hH.eigenvalues

/-- The trace-penalty functional `tr(X*HX)/2 + (μ/4) tr((X*X - 1)²)`, with real parts of the
traces, for `k` unconstrained orbitals, the columns of `X`. -/
def penaltyEnergy (H : Matrix (Fin n) (Fin n) ℂ) (μ : ℝ) (X : Matrix (Fin n) (Fin k) ℂ) : ℝ :=
  (Xᴴ * H * X).trace.re / 2 + μ / 4 * ((Xᴴ * X - 1) ^ 2).trace.re

/-- The gain `max(μ - e, 0)² / (4μ)` of a level of energy `e`, for `μ ≠ 0`. -/
def gain (μ e : ℝ) : ℝ := max (μ - e) 0 ^ 2 / (4 * μ)

/-- A Hermitian matrix is diagonalised by a unitary matrix, with its eigenvalues in ascending
order on the diagonal. -/
theorem exists_eigenframe {H : Matrix (Fin n) (Fin n) ℂ} (hH : H.IsHermitian) :
    ∃ U : Matrix (Fin n) (Fin n) ℂ, Uᴴ * U = 1 ∧ U * Uᴴ = 1 ∧
      Uᴴ * H * U = diagonal (fun i => (levels hH i : ℂ)) := by
  obtain ⟨W, hW, hHW⟩ : ∃ W : Matrix (Fin n) (Fin n) ℂ, Wᴴ * W = 1 ∧
      H * W = W * diagonal (fun i => (hH.eigenvalues i : ℂ)) := by
    refine ⟨hH.eigenvectorUnitary, mem_unitaryGroup_iff'.mp hH.eigenvectorUnitary.2, ?_⟩
    ext i j
    have h := congrFun (hH.mulVec_eigenvectorBasis j) i
    rw [Matrix.mul_diagonal, mul_comm _ (hH.eigenvalues j : ℂ)]
    simpa [Matrix.mul_apply, mulVec, dotProduct, hH.eigenvectorUnitary_apply] using h
  -- sort the columns
  let σ := Tuple.sort hH.eigenvalues
  have h1 : (W.submatrix id σ)ᴴ * W.submatrix id σ = 1 := by
    calc _ = (Wᴴ * W).submatrix σ σ := rfl
      _ = 1 := by rw [hW, Matrix.submatrix_one_equiv]
  refine ⟨W.submatrix id σ, h1, mul_eq_one_comm.mp h1, ?_⟩
  calc _ = (Wᴴ * H * W).submatrix σ σ := rfl
    _ = _ := by
      rw [Matrix.mul_assoc, hHW, ← Matrix.mul_assoc, hW, Matrix.one_mul,
        Matrix.submatrix_diagonal_equiv]
      rfl

/-- The functional is unchanged by a unitary change of basis `U` and a unitary mixing `V` of the
orbitals. -/
theorem penaltyEnergy_rotate (H : Matrix (Fin n) (Fin n) ℂ) (μ : ℝ)
    (X : Matrix (Fin n) (Fin k) ℂ) (U : Matrix (Fin n) (Fin n) ℂ) (V : Matrix (Fin k) (Fin k) ℂ)
    (hU : U * Uᴴ = 1) (hV : V * Vᴴ = 1) :
    penaltyEnergy (Uᴴ * H * U) μ (Uᴴ * X * V) = penaltyEnergy H μ X := by
  have hV' : Vᴴ * V = 1 := mul_eq_one_comm.mp hV
  have ht : ∀ B : Matrix (Fin k) (Fin k) ℂ, (Vᴴ * B * V).trace = B.trace := fun B => by
    rw [Matrix.trace_mul_cycle, hV, Matrix.one_mul]
  have hsq : ∀ B : Matrix (Fin k) (Fin k) ℂ, (Vᴴ * B * V) ^ 2 = Vᴴ * B ^ 2 * V := fun B => by
    calc _ = Vᴴ * B * (V * Vᴴ) * B * V := by simp only [pow_two, Matrix.mul_assoc]
      _ = _ := by rw [hV]; simp only [pow_two, Matrix.mul_one, Matrix.mul_assoc]
  have h1 : (Uᴴ * X * V)ᴴ * (Uᴴ * H * U) * (Uᴴ * X * V) = Vᴴ * (Xᴴ * H * X) * V := by
    calc _ = Vᴴ * (Xᴴ * (U * Uᴴ) * H * (U * Uᴴ) * X) * V := by
          simp only [conjTranspose_mul, conjTranspose_conjTranspose, Matrix.mul_assoc]
      _ = _ := by rw [hU]; simp only [Matrix.mul_one]
  have h2 : (Uᴴ * X * V)ᴴ * (Uᴴ * X * V) - 1 = Vᴴ * (Xᴴ * X - 1) * V := by
    calc _ = Vᴴ * (Xᴴ * (U * Uᴴ) * X) * V - Vᴴ * V := by
          rw [hV']
          simp only [conjTranspose_mul, conjTranspose_conjTranspose, Matrix.mul_assoc]
      _ = _ := by rw [hU]; simp only [Matrix.mul_one, Matrix.mul_sub, Matrix.sub_mul]
  rw [penaltyEnergy, h1, h2, hsq, ht, ht, penaltyEnergy]

/-- For a diagonal Hamiltonian and mutually orthogonal orbitals of squared norms `s j`, the
functional is a sum of one-orbital terms. -/
theorem penaltyEnergy_normal_form (e : Fin n → ℝ) (s : Fin k → ℝ) (μ : ℝ)
    (Y : Matrix (Fin n) (Fin k) ℂ) (h : Yᴴ * Y = diagonal (fun j => (s j : ℂ))) :
    penaltyEnergy (diagonal fun i => (e i : ℂ)) μ Y =
      ∑ j, ((∑ i, e i * Complex.normSq (Y i j)) / 2 + μ / 4 * (s j - 1) ^ 2) := by
  have h1 : (Yᴴ * diagonal (fun i => (e i : ℂ)) * Y).trace.re =
      ∑ j, ∑ i, e i * Complex.normSq (Y i j) := by
    simp only [Matrix.trace, Matrix.diag_apply, Complex.re_sum]
    refine Finset.sum_congr rfl fun j _ => ?_
    rw [Matrix.mul_apply, Complex.re_sum]
    refine Finset.sum_congr rfl fun i _ => ?_
    rw [Matrix.mul_diagonal, conjTranspose_apply]
    simp only [Complex.star_def, Complex.mul_re, Complex.mul_im, Complex.conj_re,
      Complex.conj_im, Complex.ofReal_re, Complex.ofReal_im, Complex.normSq_apply]
    ring
  have h2 : ((Yᴴ * Y - 1) ^ 2).trace.re = ∑ j, (s j - 1) ^ 2 := by
    have hd : Yᴴ * Y - 1 = diagonal (fun j => ((s j - 1 : ℝ) : ℂ)) := by
      rw [h]
      ext i j
      by_cases hij : i = j
      · subst hij; simp
      · simp [hij]
    rw [hd, pow_two, diagonal_mul_diagonal, trace_diagonal, Complex.re_sum]
    refine Finset.sum_congr rfl fun j _ => ?_
    rw [← Complex.ofReal_mul, Complex.ofReal_re, pow_two]
  rw [penaltyEnergy, h1, h2, Finset.sum_add_distrib, Finset.sum_div, Finset.mul_sum]

/-- Pauli bound: mutually orthogonal orbitals, normalised where they do not vanish, together
occupy each basis state at most once. -/
theorem occupation_le_one (s : Fin k → ℝ) (Y : Matrix (Fin n) (Fin k) ℂ)
    (h : Yᴴ * Y = diagonal (fun j => (s j : ℂ))) (i : Fin n) :
    ∑ j, Complex.normSq (Y i j) / s j ≤ 1 := by
  obtain ⟨D, hD⟩ : ∃ D, D = diagonal (fun j => (((s j)⁻¹ : ℝ) : ℂ)) := ⟨_, rfl⟩
  have hDh : Dᴴ = D := by
    rw [hD, diagonal_conjTranspose]
    congr 1
    funext j
    exact Complex.conj_ofReal _
  have hDSD : D * diagonal (fun j => (s j : ℂ)) * D = D := by
    rw [hD, diagonal_mul_diagonal, diagonal_mul_diagonal]
    congr 1
    funext j
    by_cases h0 : s j = 0 <;> simp [h0]
  -- `Q` projects onto the span of the orbitals
  obtain ⟨Q, hQ⟩ : ∃ Q, Q = Y * D * Yᴴ := ⟨_, rfl⟩
  have hQQ : Q * Qᴴ = Q := by
    calc Q * Qᴴ = Y * (D * (Yᴴ * Y) * D) * Yᴴ := by
          rw [hQ]
          simp only [conjTranspose_mul, conjTranspose_conjTranspose, hDh, Matrix.mul_assoc]
      _ = Q := by rw [h, hDSD, hQ]
  have hq : (Q i i).re = ∑ j, Complex.normSq (Y i j) / s j := by
    rw [hQ, Matrix.mul_apply, Complex.re_sum]
    refine Finset.sum_congr rfl fun j _ => ?_
    rw [hD, Matrix.mul_diagonal, conjTranspose_apply, div_eq_mul_inv]
    simp only [Complex.star_def, Complex.mul_re, Complex.mul_im, Complex.conj_re,
      Complex.conj_im, Complex.ofReal_re, Complex.ofReal_im, Complex.normSq_apply]
    ring
  have hrow : (Q i i).re = ∑ l, Complex.normSq (Q i l) := by
    have h3 := congrArg Complex.re (congrFun (congrFun hQQ i) i)
    rw [Matrix.mul_apply, Complex.re_sum] at h3
    rw [← h3]
    refine Finset.sum_congr rfl fun l _ => ?_
    rw [conjTranspose_apply, Complex.star_def, Complex.mul_conj, Complex.ofReal_re]
  have hle : Complex.normSq (Q i i) ≤ ∑ l, Complex.normSq (Q i l) :=
    Finset.single_le_sum (f := fun l => Complex.normSq (Q i l))
      (fun l _ => Complex.normSq_nonneg _) (Finset.mem_univ i)
  rw [← hrow, Complex.normSq_apply] at hle
  rw [← hq]
  nlinarith [mul_self_nonneg (Q i i).im]

/-- Filling principle: if the gains `c` are nonnegative and do not increase along the levels,
occupations between 0 and 1 of total at most `k` gain no more than filling the first `k` levels. -/
theorem filling (hkn : k ≤ n) (c w : Fin n → ℝ) (hc : Antitone c) (hc0 : ∀ i, 0 ≤ c i)
    (hw0 : ∀ i, 0 ≤ w i) (hw1 : ∀ i, w i ≤ 1) (hsum : ∑ i, w i ≤ k) :
    ∑ i, w i * c i ≤ ∑ i : Fin k, c (Fin.castLE hkn i) := by
  -- a threshold `t` separates filled from empty levels
  obtain ⟨t, ht0, hlo, hhi⟩ : ∃ t : ℝ, 0 ≤ t ∧ (∀ i : Fin n, (i : ℕ) < k → t ≤ c i) ∧
      (∀ i : Fin n, k ≤ (i : ℕ) → c i ≤ t) := by
    by_cases h : k < n
    · exact ⟨c ⟨k, h⟩, hc0 _, fun i hi => hc (Fin.le_def.mpr hi.le),
        fun i hi => hc (Fin.le_def.mpr hi)⟩
    · exact ⟨0, le_rfl, fun i _ => hc0 i, fun i hi => absurd i.isLt (by omega)⟩
  have hsplit : ∑ i : Fin n, (if (i : ℕ) < k then c i - t else 0) =
      ∑ i : Fin k, (c (Fin.castLE hkn i) - t) := by
    obtain ⟨r, rfl⟩ := Nat.exists_eq_add_of_le hkn
    have h1 : ∀ i : Fin k, (if ((Fin.castAdd r i : Fin (k + r)) : ℕ) < k
        then c (Fin.castAdd r i) - t else 0) = c (Fin.castLE hkn i) - t :=
      fun i => if_pos i.isLt
    have h2 : ∀ i : Fin r, (if ((Fin.natAdd k i : Fin (k + r)) : ℕ) < k
        then c (Fin.natAdd k i) - t else 0) = 0 :=
      fun i => if_neg (Nat.not_lt.mpr (Nat.le_add_right k i))
    rw [Fin.sum_univ_add, Finset.sum_congr rfl (fun i _ => h1 i),
      Finset.sum_congr rfl (fun i _ => h2 i), Finset.sum_const_zero, add_zero]
  have hterm : ∀ i, w i * c i ≤ w i * t + (if (i : ℕ) < k then c i - t else 0) := by
    intro i
    split_ifs with hi
    · nlinarith [mul_nonneg (sub_nonneg.2 (hw1 i)) (sub_nonneg.2 (hlo i hi))]
    · nlinarith [mul_nonneg (hw0 i) (sub_nonneg.2 (hhi i (not_lt.mp hi)))]
  have hs := Finset.sum_le_sum fun i (_ : i ∈ Finset.univ) => hterm i
  rw [Finset.sum_add_distrib, ← Finset.sum_mul, hsplit, Finset.sum_sub_distrib] at hs
  simp only [Finset.sum_const, Finset.card_univ, Fintype.card_fin, nsmul_eq_mul] at hs
  nlinarith [mul_le_mul_of_nonneg_right hsum ht0]

/-- For `μ > 0`, an orbital of squared norm `s ≥ 0` in a level of energy `e` has penalised energy
at least `μ/4` minus the gain of that level. -/
theorem orbital_bound {μ s : ℝ} (hμ : 0 < μ) (hs : 0 ≤ s) (e : ℝ) :
    μ / 4 - gain μ e ≤ e * s / 2 + μ / 4 * (s - 1) ^ 2 := by
  unfold gain
  rcases le_total (μ - e) 0 with h | h
  · rw [max_eq_right h]
    have h0 : (0 : ℝ) ^ 2 / (4 * μ) = 0 := by simp
    nlinarith [mul_nonneg hs (sub_nonneg.2 h), mul_nonneg hμ.le (sq_nonneg s)]
  · rw [max_eq_left h]
    have h1 : e * s / 2 + μ / 4 * (s - 1) ^ 2 - (μ / 4 - (μ - e) ^ 2 / (4 * μ)) =
        (μ * s - (μ - e)) ^ 2 / (4 * μ) := by
      field_simp
      ring
    have h2 : 0 ≤ (μ * s - (μ - e)) ^ 2 / (4 * μ) := by positivity
    linarith

/-- Lower bound for `μ > 0`, a diagonal Hamiltonian with ascending energies and mutually
orthogonal orbitals: `μ/4` minus the gain, summed over the `k` lowest levels. -/
theorem penaltyEnergy_diagonal_ge {μ : ℝ} (hμ : 0 < μ) (hkn : k ≤ n) (e : Fin n → ℝ)
    (he : Monotone e) (s : Fin k → ℝ) (Y : Matrix (Fin n) (Fin k) ℂ)
    (h : Yᴴ * Y = diagonal (fun j => (s j : ℂ))) :
    ∑ i : Fin k, (μ / 4 - gain μ (e (Fin.castLE hkn i))) ≤
      penaltyEnergy (diagonal fun i => (e i : ℂ)) μ Y := by
  rw [penaltyEnergy_normal_form e s μ Y h]
  have hcol : ∀ j, ∑ i, Complex.normSq (Y i j) = s j := by
    intro j
    have hj := congrArg Complex.re (congrFun (congrFun h j) j)
    rw [Matrix.mul_apply, Complex.re_sum, diagonal_apply_eq, Complex.ofReal_re] at hj
    rw [← hj]
    refine Finset.sum_congr rfl fun i _ => ?_
    rw [conjTranspose_apply, Complex.star_def, mul_comm, Complex.mul_conj, Complex.ofReal_re]
  have hs0 : ∀ j, 0 ≤ s j := fun j => by
    rw [← hcol j]
    exact Finset.sum_nonneg fun i _ => Complex.normSq_nonneg _
  -- average the one-level bound over the levels present in orbital `j`
  have hj : ∀ j, μ / 4 - ∑ i, Complex.normSq (Y i j) / s j * gain μ (e i) ≤
      (∑ i, e i * Complex.normSq (Y i j)) / 2 + μ / 4 * (s j - 1) ^ 2 := by
    intro j
    have hi : ∀ i, 0 ≤ e i * Complex.normSq (Y i j) / 2 +
        (μ * s j / 4 - μ / 2) * Complex.normSq (Y i j) +
        Complex.normSq (Y i j) / s j * gain μ (e i) := by
      intro i
      rcases (hs0 j).eq_or_lt with h0 | h0
      · have hle : Complex.normSq (Y i j) ≤ s j := by
          rw [← hcol j]
          exact Finset.single_le_sum (f := fun i => Complex.normSq (Y i j))
            (fun a _ => Complex.normSq_nonneg _) (Finset.mem_univ i)
        have hN : Complex.normSq (Y i j) = 0 :=
          le_antisymm (by linarith) (Complex.normSq_nonneg _)
        rw [hN]
        simp
      · have hp : 0 ≤ Complex.normSq (Y i j) / s j := div_nonneg (Complex.normSq_nonneg _) h0.le
        have hN : Complex.normSq (Y i j) = Complex.normSq (Y i j) / s j * s j :=
          (div_mul_cancel₀ _ h0.ne').symm
        have hb := orbital_bound hμ h0.le (e i)
        generalize Complex.normSq (Y i j) / s j = p at hp hN ⊢
        rw [hN]
        nlinarith [mul_nonneg hp (sub_nonneg.2 hb)]
    have hsum := Finset.sum_nonneg fun i (_ : i ∈ Finset.univ) => hi i
    rw [Finset.sum_add_distrib, Finset.sum_add_distrib, ← Finset.sum_div, ← Finset.mul_sum,
      hcol j] at hsum
    nlinarith [hsum]
  have hfill : ∑ i, (∑ j, Complex.normSq (Y i j) / s j) * gain μ (e i) ≤
      ∑ i : Fin k, gain μ (e (Fin.castLE hkn i)) := by
    refine filling hkn (fun i => gain μ (e i)) (fun i => ∑ j, Complex.normSq (Y i j) / s j)
      ?_ ?_ ?_ (occupation_le_one s Y h) ?_
    · intro a b hab
      have hm : max (μ - e b) 0 ≤ max (μ - e a) 0 :=
        max_le_max (by linarith [he hab]) le_rfl
      exact div_le_div_of_nonneg_right (pow_le_pow_left₀ (le_max_right _ _) hm 2) (by positivity)
    · intro i
      exact div_nonneg (sq_nonneg _) (by positivity)
    · intro i
      exact Finset.sum_nonneg fun j _ => div_nonneg (Complex.normSq_nonneg _) (hs0 j)
    · rw [Finset.sum_comm]
      calc _ ≤ ∑ _j : Fin k, (1 : ℝ) := Finset.sum_le_sum fun j _ => by
            rw [← Finset.sum_div, hcol j]
            exact div_self_le_one _
        _ = k := by simp
  have hswap : ∑ j, ∑ i, Complex.normSq (Y i j) / s j * gain μ (e i) =
      ∑ i, (∑ j, Complex.normSq (Y i j) / s j) * gain μ (e i) := by
    rw [Finset.sum_comm]
    simp only [Finset.sum_mul]
  have htot := Finset.sum_le_sum fun j (_ : j ∈ Finset.univ) => hj j
  rw [Finset.sum_sub_distrib, hswap] at htot
  rw [Finset.sum_sub_distrib]
  linarith

/-- For Hermitian `H`, `μ > 0` and `k ≤ n`, the minimum of the trace-penalty functional over all
complex `n × k` matrices is `μ/4 - max(μ - e, 0)²/(4μ)` summed over the `k` lowest eigenvalues `e`.
-/
theorem isLeast_penaltyEnergy {H : Matrix (Fin n) (Fin n) ℂ} (hH : H.IsHermitian) {μ : ℝ}
    (hμ : 0 < μ) (hkn : k ≤ n) :
    IsLeast (Set.range (penaltyEnergy (k := k) H μ))
      (∑ i : Fin k, (μ / 4 - gain μ (levels hH (Fin.castLE hkn i)))) := by
  obtain ⟨U, hU', hU, hd⟩ := exists_eigenframe hH
  constructor
  · -- the minimiser: the lowest eigenvectors, scaled to squared norms `s j`
    obtain ⟨s, hsd⟩ : ∃ s : Fin k → ℝ,
        ∀ j, s j = max (μ - levels hH (Fin.castLE hkn j)) 0 / μ := ⟨_, fun _ => rfl⟩
    have hs : ∀ j, 0 ≤ s j := fun j => by
      rw [hsd]
      exact div_nonneg (le_max_right _ _) hμ.le
    let Y : Matrix (Fin n) (Fin k) ℂ :=
      fun i j => if i = Fin.castLE hkn j then ((Real.sqrt (s j) : ℝ) : ℂ) else 0
    have hY : Yᴴ * Y = diagonal (fun j => (s j : ℂ)) := by
      ext a b
      rw [Matrix.mul_apply, Finset.sum_eq_single (Fin.castLE hkn a)]
      · by_cases hab : a = b
        · subst hab
          have hr : ((Real.sqrt (s a) : ℝ) : ℂ) * ((Real.sqrt (s a) : ℝ) : ℂ) = (s a : ℂ) := by
            rw [← Complex.ofReal_mul, Real.mul_self_sqrt (hs a)]
          rw [conjTranspose_apply]
          simpa [Y] using hr
        · have hne : Fin.castLE hkn a ≠ Fin.castLE hkn b :=
            fun h => hab (Fin.castLE_injective hkn h)
          rw [diagonal_apply_ne _ hab]
          simp only [Y, if_neg hne, mul_zero]
      · intro i _ hi
        rw [conjTranspose_apply]
        simp [Y, hi]
      · intro h
        exact absurd (Finset.mem_univ _) h
    refine ⟨U * Y, ?_⟩
    have hUY : Uᴴ * (U * Y) * (1 : Matrix (Fin k) (Fin k) ℂ) = Y := by
      rw [Matrix.mul_one, ← Matrix.mul_assoc, hU', Matrix.one_mul]
    rw [← penaltyEnergy_rotate H μ (U * Y) U 1 hU (by simp), hUY, hd,
      penaltyEnergy_normal_form _ s μ Y hY]
    refine Finset.sum_congr rfl fun j _ => ?_
    have he : ∑ i, levels hH i * Complex.normSq (Y i j) =
        levels hH (Fin.castLE hkn j) * s j := by
      rw [Finset.sum_eq_single (Fin.castLE hkn j)]
      · simp only [Y, if_true, Complex.normSq_ofReal, Real.mul_self_sqrt (hs j)]
      · intro i _ hi
        simp [Y, hi]
      · intro h
        exact absurd (Finset.mem_univ _) h
    rw [he, hsd, gain]
    rcases le_total (μ - levels hH (Fin.castLE hkn j)) 0 with h | h
    · rw [max_eq_right h]
      ring
    · rw [max_eq_left h]
      field_simp
      ring
  · -- the lower bound: diagonalise both `H` and the overlap matrix
    rintro _ ⟨X, rfl⟩
    obtain ⟨V, _, hV, hVd⟩ := exists_eigenframe (isHermitian_conjTranspose_mul_self X)
    rw [← penaltyEnergy_rotate H μ X U V hU hV, hd]
    refine penaltyEnergy_diagonal_ge hμ hkn _ (Tuple.monotone_sort hH.eigenvalues)
      (levels (isHermitian_conjTranspose_mul_self X)) _ ?_
    calc _ = Vᴴ * (Xᴴ * (U * Uᴴ) * X) * V := by
          simp only [conjTranspose_mul, conjTranspose_conjTranspose, Matrix.mul_assoc]
      _ = _ := by rw [hU, Matrix.mul_one, hVd]

/-- For Hermitian `H`, `μ > 0` and `1 ≤ k ≤ n`, the minimum of the trace-penalty functional is the
sum of `e/2 - e²/(4μ)` over the `k` lowest eigenvalues exactly when the `k`-th eigenvalue is at most
`μ`. -/
theorem trace_penalty_minimum_iff {H : Matrix (Fin n) (Fin n) ℂ} (hH : H.IsHermitian) {μ : ℝ}
    (hμ : 0 < μ) (hk : 0 < k) (hkn : k ≤ n) :
    IsLeast (Set.range (penaltyEnergy (k := k) H μ))
      (∑ i : Fin k, (levels hH (Fin.castLE hkn i) / 2 -
        levels hH (Fin.castLE hkn i) ^ 2 / (4 * μ))) ↔
    levels hH ⟨k - 1, by omega⟩ ≤ μ := by
  have hmin := isLeast_penaltyEnergy hH hμ hkn
  have hterm : ∀ x : ℝ, x / 2 - x ^ 2 / (4 * μ) = μ / 4 - (μ - x) ^ 2 / (4 * μ) := by
    intro x
    field_simp
    ring
  constructor
  · intro h
    by_contra hlt
    have hx : μ < levels hH (Fin.castLE hkn ⟨k - 1, by omega⟩) := not_le.mp hlt
    -- a level above `μ` puts the sum strictly below the true minimum
    refine absurd (h.unique hmin) (ne_of_lt (Finset.sum_lt_sum (fun i _ => ?_)
      ⟨⟨k - 1, by omega⟩, Finset.mem_univ _, ?_⟩))
    · rw [hterm, gain]
      refine sub_le_sub_left (div_le_div_of_nonneg_right ?_ (by positivity)) _
      rcases le_total (μ - levels hH (Fin.castLE hkn i)) 0 with h0 | h0
      · rw [max_eq_right h0]
        nlinarith [sq_nonneg (μ - levels hH (Fin.castLE hkn i))]
      · simp [max_eq_left h0]
    · rw [hterm, gain, max_eq_right (sub_nonpos.2 hx.le)]
      have h0 : (0 : ℝ) ^ 2 / (4 * μ) = 0 := by simp
      have h1 : 0 < (μ - levels hH (Fin.castLE hkn ⟨k - 1, by omega⟩)) ^ 2 / (4 * μ) :=
        div_pos (lt_of_le_of_ne (sq_nonneg _) (pow_ne_zero 2 (sub_ne_zero.2 hx.ne)).symm)
          (by positivity)
      linarith
  · intro h
    have hmono : Monotone (levels hH) := Tuple.monotone_sort hH.eigenvalues
    have heq : ∑ i : Fin k, (levels hH (Fin.castLE hkn i) / 2 -
        levels hH (Fin.castLE hkn i) ^ 2 / (4 * μ)) =
        ∑ i : Fin k, (μ / 4 - gain μ (levels hH (Fin.castLE hkn i))) := by
      refine Finset.sum_congr rfl fun i _ => ?_
      have hi : levels hH (Fin.castLE hkn i) ≤ μ :=
        (hmono (Fin.le_def.mpr (Nat.le_sub_one_of_lt i.isLt))).trans h
      rw [hterm, gain, max_eq_left (sub_nonneg.2 hi)]
    rw [heq]
    exact hmin

end

end TracePenalty
```

```lean
#print axioms TracePenalty.trace_penalty_minimum_iff
```

```
'TracePenalty.trace_penalty_minimum_iff' depends on axioms: [propext, Classical.choice, Quot.sound]
```

## The minimum and its closed form

Write $g(e)=\max(\mu-e,0)^2/(4\mu)$; this is `gain`, a name local to this file. `isLeast_penaltyEnergy` states that

$$\min_X E(X)=\sum_{i<k}\Big(\frac{\mu}{4}-g(e_i)\Big).$$

For $k\ge1$, `trace_penalty_minimum_iff` adds that the minimum equals $\sum_{i<k}\big(e_i/2-e_i^2/(4\mu)\big)$ exactly when $e_{k-1}\le\mu$.

`penaltyEnergy` is $E$, with real parts that change nothing for Hermitian $H$. `levels hH` lists the $e_i$ from index 0, and `Fin.castLE hkn` reads an index below $k$ as one below $n$. `IsLeast` of the range means a lower bound that some $X$ attains.

## Orbitals without orthogonalisation

Electronic-structure eigensolvers can minimise $E$ to avoid orthogonalising the orbitals at every step; the result gives the target value for a fixed, finite $H$ in an orthonormal basis. How well that matrix represents the real Hamiltonian is a separate question.

The minimiser built in the proof consists of the lowest eigenvectors, scaled to squared norms $\max(1-e_j/\mu,0)$. These orbitals are in general not normalised, and those with $e_j\ge\mu$ vanish.

## Lower bound and minimiser

**Diagonalise.** Choose unitaries $U$ and $V$ that diagonalise $H$ and $X^*X$ (`exists_eigenframe`). Then $Y=U^*XV$ has $Y^*Y=\operatorname{diag}(s_j)$ with $s_j\ge0$. By `penaltyEnergy_rotate` and `penaltyEnergy_normal_form`,

$$E=\sum_j\Big[\tfrac12\sum_i e_i|Y_{ij}|^2+\tfrac{\mu}{4}(s_j-1)^2\Big].$$

**Bound one level.** Completing the square gives

$$\tfrac12es+\tfrac{\mu}{4}(s-1)^2=\tfrac{\mu}{4}-\tfrac{(\mu-e)^2}{4\mu}+\tfrac{(\mu s-\mu+e)^2}{4\mu}.$$

For $e\le\mu$ this is at least $\mu/4-g(e)$. For $e>\mu$ and $s\ge0$ the left side is $\mu/4+(e-\mu)s/2+\mu s^2/4\ge\mu/4$, and $g(e)=0$. This is `orbital_bound`.

**Average over levels.** Let $p_{ij}=|Y_{ij}|^2/s_j$, or 0 if $s_j=0$. For $s_j>0$ we have $\sum_ip_{ij}=1$, so averaging the bound with these weights bounds column $j$; a zero column contributes $\mu/4$. With $w_i=\sum_jp_{ij}$,

$$E\ge \tfrac{k\mu}{4}-\sum_iw_ig(e_i),\qquad \sum_iw_i\le k.$$

**Limit the occupations.** Let $D$ be diagonal with entries $1/s_j$, or 0 if $s_j=0$. Then $Q=YDY^*$ satisfies $QQ^*=Q$, so $w_i=Q_{ii}=\sum_l|Q_{il}|^2\ge w_i^2$. Hence $w_i\le1$ (`occupation_le_one`).

**Fill the lowest levels.** Put $g_i=g(e_i)$, which does not increase with $i$. Take $t=g_k$ if $k<n$, and $t=0$ if $k=n$. Since $0\le w_i\le1$,

$$\sum_iw_ig_i\le t\sum_iw_i+\sum_{i<k}(g_i-t)\le\sum_{i<k}g_i.$$

This is `filling`; `penaltyEnergy_diagonal_ge` assembles the lower bound.

**Attain it.** For the scaled eigenvectors, $s_j=\max(\mu-e_j,0)/\mu$. If $e_j\le\mu$, the square $(\mu s-\mu+e)^2$ vanishes at $s=s_j$, $e=e_j$; otherwise $s_j=0$ and the term is $\mu/4$. Both cases give equality.

**Compare the formulas.** Since $e/2-e^2/(4\mu)=\mu/4-(\mu-e)^2/(4\mu)$, the two summands agree for $e\le\mu$, and the closed form is strictly smaller for $e>\mu$. If $e_{k-1}\le\mu$, all $k$ terms agree by the ordering; if not, the closed-form sum lies strictly below the minimum.
